# Exact extrapolation of a linear fixed-point iteration by characteristic-polynomial weights

Take the scalar iteration $x_{n+1} = 2x_n + 1$. Its fixed point is $-1$, but the sequence started at $0$ runs $0, 1, 3, 7, \dots$ and leaves it behind. In several dimensions the same failure occurs for almost every start as soon as the iteration matrix has one eigenvalue of modulus above one, and an eigenvalue just below one makes the approach slow. Reading off the latest iterate then gives either nothing or a poor estimate. If the fixed point is unique, the iterates still determine it: in the example $2x_n - x_{n+1} = -1$ for every $n$, as $2\cdot 0 - 1$ and $2\cdot 3 - 7$ show. Near a self-consistent solution, a self-consistent-field cycle in a finite basis with constant linear mixing is approximately an iteration of this kind, provided that its map is differentiable there. For the exactly linear, finite-dimensional model with a unique fixed point, the theorem below says that a linear combination of finitely many iterates, with weights computed from the iteration matrix, is the solution, whether the iteration converges or not.

## The claim

Let $B$ be a real $d \times d$ matrix, $I$ the identity matrix, $c \in \mathbb{R}^d$, and let $x_0, x_1, \dots$ be vectors with $x_{n+1} = Bx_n + c$. Such a sequence is called an orbit. Let $p$ be a fixed point, $Bp + c = p$. Write the characteristic polynomial of $B$ as
$$\chi(t) = \det(tI - B) = \sum_{j=0}^{d} a_j t^j, \qquad a_d = 1 .$$
If $\det(I - B) \neq 0$, the weights $w_j = a_j / \det(I - B)$ satisfy
$$\sum_{j=0}^{d} w_j = 1, \qquad \sum_{j=0}^{d} w_j\, x_{n+j} = p$$
for every orbit and every $n \ge 0$.

For $d = 1$ and $B = b \neq 1$ one has $\chi(t) = t - b$, so $w_0 = -b/(1-b)$ and $w_1 = 1/(1-b)$; at $b = 2$ these are $2$ and $-1$. For $B = \mathrm{diag}(2, \tfrac12)$ one has $\chi(t) = t^2 - \tfrac52 t + 1$ and $\det(I-B) = -\tfrac12$, so the weights are $-2, 5, -2$.

## Derivation by hand

The equation $Bp + c = p$ is the same as $(I - B)p = c$. For $\det(I-B) \neq 0$ it has the single solution $p = (I-B)^{-1}c$.

Subtracting $p = Bp + c$ from $x_{m+1} = Bx_m + c$ removes $c$ and leaves $x_{m+1} - p = B(x_m - p)$. Applying this $j$ times from index $n$ gives
$$x_{n+j} - p = B^j (x_n - p). \tag{1}$$

Now let $k \ge 0$, let $w_0, \dots, w_k$ be any real weights with $\sum_{j=0}^k w_j = 1$, and put $y_n = \sum_{j=0}^k w_j x_{n+j}$. The normalisation allows $p = \sum_j w_j p$, so by (1)
$$y_n - p = \sum_{j=0}^k w_j (x_{n+j} - p) = M (x_n - p), \qquad M = \sum_{j=0}^k w_j B^j. \tag{2}$$

If $M = 0$, then $y_n = p$ for every orbit and every $n$. Conversely, suppose $y_n = p$ for every orbit and every $n$. For an arbitrary vector $v$ the sequence $x_m = B^m v + p$ is an orbit, because $B(B^m v + p) + c = B^{m+1} v + p$. Equation (2) at $n = 0$ reads $0 = Mv$, and a matrix that sends every $v$ to zero is zero. Normalised weights are therefore exact for all orbits if and only if
$$\sum_{j=0}^k w_j B^j = 0. \tag{3}$$

The characteristic polynomial supplies such weights with $k = d$. At $t = 1$ it gives $\sum_j a_j = \chi(1) = \det(I - B)$, so the $w_j = a_j/\det(I-B)$ sum to one. The Cayley–Hamilton theorem says $\sum_{j=0}^d a_j B^j = 0$, and division by $\det(I-B)$ turns this into (3). This proves the claim.

An easy slip is to stop the sum at $j = d-1$. The leading coefficient $a_d = 1$ takes part both in the normalisation and in Cayley–Hamilton, so the combination has $d+1$ terms; for $d=1$ it has two. A second slip is to divide the coefficients of $\det(tI - B)$ by $\det(B - I)$, which multiplies all weights by $(-1)^d$ and returns $-p$ in odd dimension.

These weights need $B$. A test that needs only the iterates comes from the residuals $r_m = x_{m+1} - x_m = Bx_m + c - x_m$. For normalised weights $\sum_j w_j c = c$, so
$$\sum_{j=0}^k w_j\, r_{n+j} = B \sum_{j=0}^k w_j x_{n+j} + c - \sum_{j=0}^k w_j x_{n+j} = B y_n + c - y_n. \tag{4}$$
The combined residual vanishes exactly when $y_n$ is a fixed point, and for $\det(I-B) \neq 0$ that means $y_n = p$. Pulay and Anderson mixing choose weights that sum to one so as to minimise the norm of a combined residual; for an orbit of the linear model, into which no combined vector is fed back, (4) says what a combined residual of exactly zero means.

Finally, the window cannot be arbitrarily short. Let normalised weights on $j \le k$ be exact for all orbits and put $q(t) = \sum_{j=0}^k w_j t^j$. By (3), $q(B) = 0$, and $q$ is not the zero polynomial since $q(1) = 1$. The minimal polynomial $\mu$ of $B$, the monic polynomial of least degree with $\mu(B) = 0$, divides every polynomial that annihilates $B$. Hence $\deg \mu \le \deg q \le k$.

## The formal development

```lean
import Mathlib

open Matrix

namespace PolynomialExtrapolation

noncomputable section

variable {ι : Type*} [Fintype ι] [DecidableEq ι]
```

Vector components are labelled by a finite type `ι`, and $d$ is `Fintype.card ι`. A vector is a function `ι → ℝ`, the matrix $B$ has type `Matrix ι ι ℝ`, and `B *ᵥ v` is the product $Bv$. No norm, symmetry, diagonalisability or bound on the eigenvalues is assumed anywhere. The empty index type is allowed: then $d = 0$, the determinant and $\chi$ both equal $1$, the only weight is $w_0 = 1$, and the space has one point.

```lean
/-- The sequence `x` follows the linear fixed-point iteration `x(n+1) = B x(n) + c`. -/
def IsIteration (B : Matrix ι ι ℝ) (c : ι → ℝ) (x : ℕ → ι → ℝ) : Prop :=
  ∀ n, x (n + 1) = B *ᵥ x n + c
```

An orbit is a function from `ℕ` to vectors, with `x n` for $x_n$ and indices starting at zero. The starting vector is free, so a statement for all `x` with `IsIteration B c x` is a statement for every start. The map is exactly affine and the same at every step, which excludes the nonlinear terms of a real self-consistent-field map, any change of mixing between steps, and round-off.

```lean
/-- The weighted combination `∑_{j ≤ k} w(j) x(n+j)` of `k+1` consecutive iterates. -/
def extrapolate (w : ℕ → ℝ) (k : ℕ) (x : ℕ → ι → ℝ) (n : ℕ) : ι → ℝ :=
  ∑ j ∈ Finset.range (k + 1), w j • x (n + j)
```

This is $y_n$. The set `Finset.range (k + 1)` is $\{0, \dots, k\}$, so the window holds $k+1$ iterates. The weights are a function on all of `ℕ`, of which only the values at $j \le k$ are read; they may have either sign.

```lean
/-- The `j`-th coefficient of the characteristic polynomial of `B` divided by `det(1 - B)`. -/
def charWeight (B : Matrix ι ι ℝ) (j : ℕ) : ℝ :=
  B.charpoly.coeff j / (1 - B).det
```

Mathlib's `charpoly` is $\det(tI - B)$, the monic convention used above, and `coeff j` is $a_j$. In `1 - B` the `1` is the identity matrix. The definition carries no hypothesis: for a vanishing determinant Lean's division by zero makes every `charWeight B j` zero, and weights that are all zero do not sum to one, so the main theorem assumes `(1 - B).det ≠ 0`.

```lean
/-- If `det(1 - B) ≠ 0`, then `p` is a fixed point of `x ↦ B x + c` exactly when
`p = (1 - B)⁻¹ c`. -/
theorem fixed_point_iff {B : Matrix ι ι ℝ} (hB : (1 - B).det ≠ 0) (c p : ι → ℝ) :
    B *ᵥ p + c = p ↔ p = (1 - B)⁻¹ *ᵥ c := by
  have hu : IsUnit (1 - B).det := isUnit_iff_ne_zero.mpr hB
  have h1 : B *ᵥ p + c = p ↔ (1 - B) *ᵥ p = c := by
    rw [Matrix.sub_mulVec, Matrix.one_mulVec, sub_eq_iff_eq_add']
    exact eq_comm
  rw [h1]
  constructor
  · intro h
    rw [← h, Matrix.mulVec_mulVec, Matrix.nonsing_inv_mul _ hu, Matrix.one_mulVec]
  · intro h
    rw [h, Matrix.mulVec_mulVec, Matrix.mul_nonsing_inv _ hu, Matrix.one_mulVec]
```

Under `hB`, a vector is a fixed point if and only if it equals $(I-B)^{-1}c$, which gives existence and uniqueness at once. The step `h1` rearranges $Bp + c = p$ into $(I-B)p = c$. Each direction then multiplies out and cancels the inverse, from the left with `Matrix.nonsing_inv_mul` and from the right with `Matrix.mul_nonsing_inv`.

```lean
/-- The deviation from a fixed point propagates as `x(n+j) - p = B^j (x(n) - p)`. -/
theorem error_propagation {B : Matrix ι ι ℝ} {c p : ι → ℝ} {x : ℕ → ι → ℝ}
    (hx : IsIteration B c x) (hp : B *ᵥ p + c = p) (n j : ℕ) :
    x (n + j) - p = (B ^ j) *ᵥ (x n - p) := by
  induction j with
  | zero => simp
  | succ j ih =>
    have h : x (n + j + 1) = B *ᵥ x (n + j) + c := hx (n + j)
    have hp' : B *ᵥ p = p - c := eq_sub_of_add_eq hp
    rw [← Nat.add_assoc, h, pow_succ', ← Matrix.mulVec_mulVec, ← ih, Matrix.mulVec_sub, hp']
    abel
```

This is (1), by induction on `j`. The inductive step writes $B^{j+1} = B\,B^j$ with `pow_succ'`, uses the hypothesis `ih` backwards to replace $B^j(x_n - p)$ by $x_{n+j} - p$, and substitutes $Bp = p - c$ from `hp'`; `abel` then cancels the remaining vectors. Only a fixed point is needed, not invertibility of $I - B$.

```lean
/-- For weights that sum to one, the error of the weighted combination is
`(∑ w(j) B^j) (x(n) - p)`. -/
theorem extrapolate_error {B : Matrix ι ι ℝ} {c p : ι → ℝ} {x : ℕ → ι → ℝ}
    (hx : IsIteration B c x) (hp : B *ᵥ p + c = p) {w : ℕ → ℝ} {k : ℕ}
    (hw : ∑ j ∈ Finset.range (k + 1), w j = 1) (n : ℕ) :
    extrapolate w k x n - p = (∑ j ∈ Finset.range (k + 1), w j • B ^ j) *ᵥ (x n - p) := by
  -- normalisation lets `p` be distributed over the terms
  have h1 : extrapolate w k x n - p
      = ∑ j ∈ Finset.range (k + 1), w j • (x (n + j) - p) := by
    simp only [extrapolate, smul_sub, Finset.sum_sub_distrib, ← Finset.sum_smul, hw, one_smul]
  rw [h1, Matrix.sum_mulVec]
  refine Finset.sum_congr rfl fun j _ => ?_
  rw [error_propagation hx hp n j, Matrix.smul_mulVec]
```

This is (2). In `h1` the normalisation `hw` turns $\sum_j w_j p$ into $p$, which is the first equality. After `Matrix.sum_mulVec` spreads $M(x_n - p)$ over the sum, both sides are compared term by term with `error_propagation`.

```lean
/-- Weights that sum to one reproduce the fixed point for every orbit and every `n` exactly
when `∑ w(j) B^j = 0`. -/
theorem exact_iff_annihilates {B : Matrix ι ι ℝ} {c p : ι → ℝ} (hp : B *ᵥ p + c = p)
    {w : ℕ → ℝ} {k : ℕ} (hw : ∑ j ∈ Finset.range (k + 1), w j = 1) :
    (∀ x, IsIteration B c x → ∀ n, extrapolate w k x n = p) ↔
      ∑ j ∈ Finset.range (k + 1), w j • B ^ j = 0 := by
  constructor
  · intro h
    have hzero : ∀ M : Matrix ι ι ℝ, (∀ v, M *ᵥ v = 0) → M = 0 := by
      intro M hM
      ext i j
      simpa [Matrix.mulVec, dotProduct, Pi.single_apply] using
        congrFun (hM (Pi.single j 1)) i
    refine hzero _ fun v => ?_
    -- the orbit that starts at `v + p`
    have hx : IsIteration B c (fun m => (B ^ m) *ᵥ v + p) := by
      intro m
      show (B ^ (m + 1)) *ᵥ v + p = B *ᵥ ((B ^ m) *ᵥ v + p) + c
      rw [Matrix.mulVec_add, Matrix.mulVec_mulVec, ← pow_succ', add_assoc, hp]
    have he := extrapolate_error hx hp hw 0
    rw [h _ hx 0, sub_self] at he
    simp only [pow_zero, Matrix.one_mulVec, add_sub_cancel_right] at he
    exact he.symm
  · intro h x hx n
    have he := extrapolate_error hx hp hw n
    rw [h, Matrix.zero_mulVec] at he
    exact sub_eq_zero.mp he
```

The left side says that the combination equals `p` for all orbits and all `n`; the right side is (3). The forward direction follows the argument by hand: `hzero` shows that a matrix killing every vector is zero, by testing on the basis vectors `Pi.single j 1`; `hx` checks that $B^m v + p$ is an orbit; and `he` is (2) at $n = 0$ with the left side set to zero. The backward direction inserts $M = 0$ in (2). The fixed point is a hypothesis here, and no determinant condition appears.

```lean
/-- The coefficients of the characteristic polynomial of `B` add up to `det(1 - B)`. -/
theorem charpoly_coeff_sum (B : Matrix ι ι ℝ) :
    ∑ j ∈ Finset.range (Fintype.card ι + 1), B.charpoly.coeff j = (1 - B).det := by
  have h := Matrix.eval_charpoly B 1
  rw [map_one, Polynomial.eval_eq_sum_range, Matrix.charpoly_natDegree_eq_dim] at h
  simpa only [one_pow, mul_one] using h
```

The lemma `Matrix.eval_charpoly` gives $\chi(t) = \det(tI - B)$ for a number $t$, here $t = 1$. The way the left side is opened up is worth reusing. `Polynomial.eval_eq_sum_range` writes the value of a polynomial as the sum of coefficient times power over $j$ up to its degree, and `Matrix.charpoly_natDegree_eq_dim` replaces that degree by $d$. The companion `Polynomial.aeval_eq_sum_range` does the same when a matrix is substituted for the variable. For the opposite passage, from a list of weights to a polynomial, a sum of `Polynomial.monomial j (w j)` serves, as in the last theorem below.

```lean
/-- If `det(1 - B) ≠ 0`, the characteristic-polynomial weights for `j ≤ d` sum to one, and
`∑_{j ≤ d} w(j) x(n+j)` is the fixed point `p` for every orbit and every `n`. -/
theorem charpoly_extrapolation {B : Matrix ι ι ℝ} (hB : (1 - B).det ≠ 0) {c p : ι → ℝ}
    (hp : B *ᵥ p + c = p) :
    ∑ j ∈ Finset.range (Fintype.card ι + 1), charWeight B j = 1 ∧
      ∀ x, IsIteration B c x → ∀ n, extrapolate (charWeight B) (Fintype.card ι) x n = p := by
  have hw : ∑ j ∈ Finset.range (Fintype.card ι + 1), charWeight B j = 1 := by
    simp only [charWeight]
    rw [← Finset.sum_div, charpoly_coeff_sum, div_self hB]
  refine ⟨hw, (exact_iff_annihilates hp hw).mpr ?_⟩
  -- Cayley-Hamilton
  have hCH := Matrix.aeval_self_charpoly B
  rw [Polynomial.aeval_eq_sum_range, Matrix.charpoly_natDegree_eq_dim] at hCH
  calc ∑ j ∈ Finset.range (Fintype.card ι + 1), charWeight B j • B ^ j
      = (1 - B).det⁻¹ • ∑ j ∈ Finset.range (Fintype.card ι + 1),
          B.charpoly.coeff j • B ^ j := by
        rw [Finset.smul_sum]
        refine Finset.sum_congr rfl fun j _ => ?_
        rw [smul_smul, charWeight, div_eq_inv_mul]
    _ = 0 := by rw [hCH, smul_zero]
```

This is the claim: given `hB` and a fixed point `p`, the weights `charWeight B j` for $j \le d$ sum to one, and `extrapolate` with window `Fintype.card ι` returns `p` for every orbit and every `n`. By `fixed_point_iff` the vector `p` is $(I-B)^{-1}c$. The normalisation `hw` pulls out the common denominator and applies `charpoly_coeff_sum`. The criterion `exact_iff_annihilates` reduces the rest to (3). Cayley–Hamilton is taken from Mathlib as `Matrix.aeval_self_charpoly` and expanded into $\sum_j a_j B^j = 0$, and the `calc` block factors $\det(I-B)^{-1}$ out of the sum. The statement is an identity in exact real arithmetic with weights computed from a known $B$. It contains no procedure for finding weights from data and no bound on how errors in the iterates are amplified by large weights.

```lean
/-- If `det(1 - B) ≠ 0` and the weights sum to one, the weighted combination equals the fixed
point exactly when the same combination of the residuals `x(n+j+1) - x(n+j)` vanishes. -/
theorem exact_iff_residual_zero {B : Matrix ι ι ℝ} (hB : (1 - B).det ≠ 0) {c p : ι → ℝ}
    {x : ℕ → ι → ℝ} (hx : IsIteration B c x) (hp : B *ᵥ p + c = p) {w : ℕ → ℝ} {k : ℕ}
    (hw : ∑ j ∈ Finset.range (k + 1), w j = 1) (n : ℕ) :
    extrapolate w k x n = p ↔
      ∑ j ∈ Finset.range (k + 1), w j • (x (n + j + 1) - x (n + j)) = 0 := by
  have hs : ∀ j, x (n + j + 1) = B *ᵥ x (n + j) + c := fun j => hx (n + j)
  -- the combined residual is the residual of the combined vector
  have hr : ∑ j ∈ Finset.range (k + 1), w j • (x (n + j + 1) - x (n + j))
      = B *ᵥ extrapolate w k x n + c - extrapolate w k x n := by
    simp only [hs, extrapolate, smul_sub, smul_add, Finset.sum_sub_distrib,
      Finset.sum_add_distrib, ← Finset.sum_smul, hw, one_smul, Matrix.mulVec_sum,
      Matrix.mulVec_smul]
  rw [hr, sub_eq_zero, fixed_point_iff hB, ← (fixed_point_iff hB c p).mp hp]
```

In contrast to `exact_iff_annihilates`, this theorem concerns one orbit `x` and one index `n`, and the weights may be adapted to them. The right side involves the $k+2$ iterates $x_n, \dots, x_{n+k+1}$ and neither $B$, $c$ nor $p$. The step `hr` is (4). The last line turns "the residual of $y_n$ is zero" into "$y_n$ is a fixed point", then into $y_n = (I-B)^{-1}c$, and identifies that vector with `p`. The theorem treats a residual that is exactly zero and says nothing on a minimised nonzero one.

In the last theorem `minpoly ℝ B` is $\mu$ and `natDegree` its degree. The polynomial `q` is built from the weights, `hq` is $q(B) = 0$, and `hq1` is $q(1) = 1$, from which `hq0` concludes $q \neq 0$. The bound `hdeg` is $\deg q \le k$, an inequality because $w_k$ may vanish. Then `minpoly.dvd` gives $\mu \mid q$, and a divisor of a nonzero polynomial has no larger degree. The bound concerns weights that work for all orbits; a single orbit can do with less, and the constant orbit at $p$ needs only $k = 0$.

```lean
/-- If weights on `j ≤ k` sum to one and reproduce the fixed point for every orbit and every
`n`, then `k` is at least the degree of the minimal polynomial of `B`. -/
theorem minpoly_degree_le_window {B : Matrix ι ι ℝ} {c p : ι → ℝ} (hp : B *ᵥ p + c = p)
    {w : ℕ → ℝ} {k : ℕ} (hw : ∑ j ∈ Finset.range (k + 1), w j = 1)
    (hex : ∀ x, IsIteration B c x → ∀ n, extrapolate w k x n = p) :
    (minpoly ℝ B).natDegree ≤ k := by
  have h0 := (exact_iff_annihilates hp hw).mp hex
  -- the polynomial whose coefficients are the weights
  let q : Polynomial ℝ := ∑ j ∈ Finset.range (k + 1), Polynomial.monomial j (w j)
  have hq : Polynomial.aeval B q = 0 := by
    simp only [q, map_sum, Polynomial.aeval_monomial, ← Algebra.smul_def]
    exact h0
  have hq1 : q.eval 1 = 1 := by
    simp only [q, Polynomial.eval_finsetSum, Polynomial.eval_monomial, one_pow, mul_one]
    exact hw
  have hq0 : q ≠ 0 := by
    intro h
    rw [h] at hq1
    simp at hq1
  have hdeg : q.natDegree ≤ k := by
    refine Polynomial.natDegree_sum_le_of_forall_le _ _ fun j hj => ?_
    exact (Polynomial.natDegree_monomial_le _).trans
      (Nat.lt_succ_iff.mp (Finset.mem_range.mp hj))
  exact (Polynomial.natDegree_le_of_dvd (minpoly.dvd ℝ B hq) hq0).trans hdeg

end

end PolynomialExtrapolation
```

```lean
#print axioms PolynomialExtrapolation.charpoly_extrapolation
#print axioms PolynomialExtrapolation.exact_iff_residual_zero
#print axioms PolynomialExtrapolation.minpoly_degree_le_window
```

```
'PolynomialExtrapolation.charpoly_extrapolation' depends on axioms: [propext, Classical.choice, Quot.sound]
'PolynomialExtrapolation.exact_iff_residual_zero' depends on axioms: [propext, Classical.choice, Quot.sound]
'PolynomialExtrapolation.minpoly_degree_le_window' depends on axioms: [propext, Classical.choice, Quot.sound]
```

## A neighbouring result

The argument for the main theorem uses two properties of $\chi$ only: it annihilates $B$, and $\chi(1) \neq 0$. The minimal polynomial has both when $\det(I-B) \neq 0$, since $\mu(B) = 0$ by definition and $\mu$ divides $\chi$, so that $\mu(1) = 0$ would force $\chi(1) = 0$. The coefficients of $\mu$ divided by $\mu(1)$ are then normalised weights that satisfy (3) with $k = \deg\mu$, and the lower bound on the window is attained. For $B = bI$ with $b \neq 1$ and any $d \ge 1$ one has $\mu(t) = t - b$, and two iterates suffice where the characteristic polynomial uses $d+1$. This variant is argued on paper only and has no theorem in the Lean code above.
